# In a quadratic model, LAPW slope matching costs an energy quadratic in the slope mismatch

## Kinks at the sphere boundary

Augmented plane-wave methods divide a crystal into atomic spheres and the region between them. An augmented plane wave is a plane wave outside the spheres and a combination of atomic-like functions inside. In LAPW, each angular momentum channel $(l,m)$ inside a sphere uses two radial functions, $u_l$ and its energy derivative $\dot u_l$. Their two coefficients are fixed by matching the plane wave in value and in slope at the boundary.

In APW+lo, the plane wave is continued by $u_l$ alone and matched in value only, so it generally has a kink at the boundary. Local orbitals are then added. Each is a combination of $u_l$ and $\dot u_l$ in one channel that vanishes at the boundary and outside the sphere, but arrives there with a non-zero slope. Its coefficient is left to the variational principle.

Take the same plane waves and radial functions in both methods, with one local orbital for every channel that is matched. The LAPW functions then span exactly those APW+lo functions whose slopes match in these channels. LAPW is the more constrained problem, and its minimum cannot lie lower. How much higher it lies is answered here for a model energy, quadratic in coefficients that are not restricted by normalisation; band energies are not covered.

## The quadratic energy and the constraints

Let $x\in\mathbb R^n$ collect the coefficients of the APW+lo basis, and let

$$F(x)=\tfrac12\,x\cdot Ax-b\cdot x ,$$

with $A$ a real symmetric positive definite matrix and $b$ a fixed vector. Such an energy belongs to a Schrödinger equation with a source, $(H-\varepsilon O)x=b$, where $H$ is the Hamiltonian matrix, $O$ the overlap matrix and $\varepsilon$ a fixed energy. Positive definiteness of $A=H-\varepsilon O$ means that $\varepsilon$ lies below the lowest eigenvalue in the basis.

The slope mismatches are linear in the coefficients. They form the vector $Cx\in\mathbb R^k$, where $C$ is a $k\times n$ matrix with one row per matched channel, and LAPW requires $Cx=0$. The rows of $C$ are assumed linearly independent. In the setting above this holds because each local orbital has a kink in its own channel only, so its column of $C$ has a single non-zero entry.

Let $x_0$ minimise $F$ over all $x$, and let $d=Cx_0$ be the slope mismatch of this free solution. The result is

$$\min_{Cx=0}F(x)=F(x_0)+\tfrac12\,d\cdot S^{-1}d,\qquad S=CA^{-1}C^{\mathsf T}.$$

The matrix $S$ acts as a compliance: if $b$ changes by $C^{\mathsf T}\lambda$, with $\lambda\in\mathbb R^k$, the slope mismatch of the free solution changes by $S\lambda$. For a single constraint with a given non-zero mismatch, a larger compliance means a smaller energy cost.

For this finite, real, quadratic model, the free APW+lo solution and the matrices $A$ and $C$ thus determine the energy cost of LAPW slope matching without a second minimisation.

## Deriving the penalty

**Stationarity.** For any $y$ and $h$ in $\mathbb R^n$, the symmetry of $A$ gives

$$F(y+h)=F(y)+h\cdot(Ay-b)+\tfrac12\,h\cdot Ah .$$

Choose $y=A^{-1}b$, so that the linear term vanishes, and set $h=x_0-y$. Then $F(x_0)=F(y)+\tfrac12 h\cdot Ah$. If $h$ were non-zero, $F(y)$ would lie below $F(x_0)$, against the minimality of $x_0$. Hence $x_0=y$ and $Ax_0=b$, and therefore

$$F(x_0+h)=F(x_0)+\tfrac12\,h\cdot Ah\quad\text{for every }h.$$

**The compliance is invertible.** Since $A^{-1}$ is symmetric, so is $S$. For a non-zero $v\in\mathbb R^k$,

$$v\cdot Sv=(C^{\mathsf T}v)\cdot A^{-1}(C^{\mathsf T}v)>0,$$

because $C^{\mathsf T}v\neq0$ by independence of the rows and $A^{-1}$ is positive definite. So $S$ is positive definite, and $S^{-1}$ exists.

**The correction.** A multiplier $\lambda$ for the constraint leads to $Ax-b+C^{\mathsf T}\lambda=0$, hence $x=x_0-A^{-1}C^{\mathsf T}\lambda$. Inserting this in $Cx=0$ gives $S\lambda=d$. This suggests the correction

$$q=A^{-1}C^{\mathsf T}S^{-1}d .$$

It satisfies $Cq=SS^{-1}d=d$ and $Aq=C^{\mathsf T}S^{-1}d$. Consequently $C(x_0-q)=0$, and the corrected state $x_0-q$ has matched slopes.

**The energy of every matched state.** Let $Cx=0$ and put $z=x-(x_0-q)$. Then $Cz=0-d+d=0$ and $x=x_0+(z-q)$, so

$$F(x)=F(x_0)+\tfrac12\,(z-q)\cdot A(z-q).$$

The cross terms vanish, since

$$z\cdot Aq=z\cdot C^{\mathsf T}S^{-1}d=(Cz)\cdot S^{-1}d=0,$$

and $q\cdot Az$ has the same value by symmetry. The remaining term in $q$ is

$$q\cdot Aq=(Cq)\cdot S^{-1}d=d\cdot S^{-1}d .$$

Altogether,

$$F(x)=F(x_0)+\tfrac12\,d\cdot S^{-1}d+\tfrac12\,z\cdot Az .$$

The last term is never negative, and it is zero at $z=0$, that is, at $x=x_0-q$. This proves the formula. Since $S^{-1}$ is positive definite as well, the penalty is strictly positive whenever $d\neq0$. If the free solution already has matched slopes, the penalty is zero.

## The statement in Lean

The finite index types `n` and `k` label the basis coefficients and the slope constraints. The definitions correspond to the symbols above as follows:

- `energy A b x` is $F(x)$.
- `compliance A C` is $S$.
- `slopePenalty A C d` is $\tfrac12 d\cdot S^{-1}d$.
- `slopeCorrection A C d` is $q$.

In the notation, `⬝ᵥ` is the dot product, `*ᵥ` applies a matrix to a column vector, and `ᵥ*` multiplies a row vector into a matrix.

The main theorem, `slope_matching_raises_minimum`, has three hypotheses. `A.PosDef` says that $A$ is positive definite, and for a real matrix it includes symmetry. The condition `∀ y, y ᵥ* C = 0 → y = 0` says that only the trivial combination of the rows of $C$ vanishes, which is full row rank. The hypothesis `hmin` says that $F(x_0)\le F(x)$ for every $x$; the equation $Ax_0=b$ is derived from it.

The conclusion is an `IsLeast` statement about the set `energy A b '' {x | C *ᵥ x = 0}`, the energies of all slope-matched states. It says that $F(x_0)+\tfrac12 d\cdot S^{-1}d$ belongs to this set and is a lower bound for it. The constrained minimum is therefore attained, with this value.

Some condition on the rows is needed. If a constraint is listed twice, $S$ is singular, and Lean's inverse of a singular matrix is zero. The formula would then assign no cost to a constraint that may well have one.

The model has real coefficients and a finite basis, and $A$, $b$ and $C$ are given from outside; the link to spheres and radial functions lies in the interpretation. The usual band-structure problem minimises a Rayleigh quotient instead of $F$, so the formula does not give the shift of a band energy between the two methods. Nor does it describe a self-consistent calculation, in which $A$ would change with the solution.

## The complete file

```lean
import Mathlib

open Matrix

namespace SlopeMatchingPenalty

noncomputable section

variable {n k : Type*} [Fintype n] [DecidableEq n] [Fintype k] [DecidableEq k]

/-- The quadratic energy `F(x) = x·Ax/2 - b·x` of the basis coefficients `x`. -/
def energy (A : Matrix n n ℝ) (b x : n → ℝ) : ℝ := x ⬝ᵥ A *ᵥ x / 2 - b ⬝ᵥ x

/-- The compliance `C A⁻¹ Cᵀ` of the slope constraints, for invertible `A`. -/
def compliance (A : Matrix n n ℝ) (C : Matrix k n ℝ) : Matrix k k ℝ := C * A⁻¹ * Cᵀ

/-- The energy `d·(C A⁻¹ Cᵀ)⁻¹d/2` assigned to a slope mismatch `d`, for invertible `A`
and invertible compliance. -/
def slopePenalty (A : Matrix n n ℝ) (C : Matrix k n ℝ) (d : k → ℝ) : ℝ :=
  d ⬝ᵥ (compliance A C)⁻¹ *ᵥ d / 2

/-- The change of coefficients `A⁻¹ Cᵀ (C A⁻¹ Cᵀ)⁻¹ d` belonging to a slope mismatch `d`,
for invertible `A` and invertible compliance. -/
def slopeCorrection (A : Matrix n n ℝ) (C : Matrix k n ℝ) (d : k → ℝ) : n → ℝ :=
  A⁻¹ *ᵥ (Cᵀ *ᵥ ((compliance A C)⁻¹ *ᵥ d))

/-- A positive definite matrix undoes the action of its inverse on any vector. -/
theorem mulVec_inv_mulVec {A : Matrix n n ℝ} (hA : A.PosDef) (v : n → ℝ) :
    A *ᵥ (A⁻¹ *ᵥ v) = v := by
  rw [Matrix.mulVec_mulVec, Matrix.mul_nonsing_inv _ hA.det_pos.ne'.isUnit,
    Matrix.one_mulVec]

omit [DecidableEq n] in
/-- For symmetric `A`, the energy around a stationary point `x₀` (where `A x₀ = b`) is exactly
quadratic in the displacement `h`. -/
theorem energy_add {A : Matrix n n ℝ} (hs : Aᵀ = A) {b x₀ : n → ℝ}
    (h₀ : A *ᵥ x₀ = b) (h : n → ℝ) :
    energy A b (x₀ + h) = energy A b x₀ + h ⬝ᵥ A *ᵥ h / 2 := by
  subst h₀
  have h1 : x₀ ⬝ᵥ A *ᵥ h = h ⬝ᵥ A *ᵥ x₀ := by
    rw [Matrix.dotProduct_mulVec, ← Matrix.mulVec_transpose, hs, dotProduct_comm]
  have h2 : (A *ᵥ x₀) ⬝ᵥ h = h ⬝ᵥ A *ᵥ x₀ := dotProduct_comm _ _
  simp only [energy, Matrix.mulVec_add, dotProduct_add, add_dotProduct]
  linear_combination (1 / 2) * h1 - h2

/-- For positive definite `A`, a free minimiser `x₀` of the energy solves the linear
equations `A x₀ = b`. -/
theorem stationary_of_minimizer {A : Matrix n n ℝ} (hA : A.PosDef) {b x₀ : n → ℝ}
    (hmin : ∀ x, energy A b x₀ ≤ energy A b x) : A *ᵥ x₀ = b := by
  have hs : Aᵀ = A :=
    (Matrix.conjTranspose_eq_transpose_of_trivial A).symm.trans hA.isHermitian.eq
  obtain ⟨y, hy⟩ : ∃ y, A *ᵥ y = b := ⟨A⁻¹ *ᵥ b, mulVec_inv_mulVec hA b⟩
  by_contra hne
  have hd : x₀ - y ≠ 0 := fun h => hne (by rw [sub_eq_zero.mp h]; exact hy)
  -- otherwise the solution `y` would lie strictly below the minimum
  have e := energy_add hs hy (x₀ - y)
  rw [add_sub_cancel] at e
  have pos := hA.dotProduct_mulVec_pos hd
  rw [star_trivial] at pos
  linarith [hmin y]

omit [DecidableEq k] in
/-- If `A` is positive definite and the slope constraints are linearly independent, their
compliance `C A⁻¹ Cᵀ` is positive definite. -/
theorem compliance_posDef {A : Matrix n n ℝ} (hA : A.PosDef) {C : Matrix k n ℝ}
    (hC : ∀ y, y ᵥ* C = 0 → y = 0) : (compliance A C).PosDef := by
  have hs : A⁻¹ᵀ = A⁻¹ :=
    (Matrix.conjTranspose_eq_transpose_of_trivial A⁻¹).symm.trans hA.inv.isHermitian.eq
  refine Matrix.posDef_iff_dotProduct_mulVec.mpr ⟨?_, fun y hy => ?_⟩
  · rw [Matrix.IsHermitian, Matrix.conjTranspose_eq_transpose_of_trivial, compliance,
      Matrix.transpose_mul, Matrix.transpose_mul, Matrix.transpose_transpose, hs,
      Matrix.mul_assoc]
  · have pos := hA.inv.dotProduct_mulVec_pos (fun h => hy (hC y h))
    rw [star_trivial] at pos ⊢
    rw [compliance, ← Matrix.mulVec_mulVec, ← Matrix.mulVec_mulVec,
      Matrix.mulVec_transpose, Matrix.dotProduct_mulVec]
    exact pos

/-- For positive definite `A` and linearly independent constraints, the slope correction
carries exactly the mismatch `d` it was built from. -/
theorem mulVec_slopeCorrection {A : Matrix n n ℝ} (hA : A.PosDef) {C : Matrix k n ℝ}
    (hC : ∀ y, y ᵥ* C = 0 → y = 0) (d : k → ℝ) : C *ᵥ slopeCorrection A C d = d := by
  have h : ∀ w, C *ᵥ (A⁻¹ *ᵥ (Cᵀ *ᵥ w)) = compliance A C *ᵥ w := fun w => by
    simp only [compliance, Matrix.mulVec_mulVec, Matrix.mul_assoc]
  rw [slopeCorrection, h, mulVec_inv_mulVec (compliance_posDef hA hC)]

/-- Let `A` be positive definite, the constraints linearly independent and `A x₀ = b`. The energy of
any slope-matched `x` is that of `x₀`, plus the slope penalty, plus `z·Az/2`, where
`z = x - (x₀ - q)` and `q` is the slope correction for the mismatch `C x₀`. -/
theorem energy_of_matched {A : Matrix n n ℝ} (hA : A.PosDef) {C : Matrix k n ℝ}
    (hC : ∀ y, y ᵥ* C = 0 → y = 0) {b x₀ x : n → ℝ} (h₀ : A *ᵥ x₀ = b)
    (hx : C *ᵥ x = 0) :
    energy A b x = energy A b x₀ + slopePenalty A C (C *ᵥ x₀)
      + (x - (x₀ - slopeCorrection A C (C *ᵥ x₀))) ⬝ᵥ
        A *ᵥ (x - (x₀ - slopeCorrection A C (C *ᵥ x₀))) / 2 := by
  have hs : Aᵀ = A :=
    (Matrix.conjTranspose_eq_transpose_of_trivial A).symm.trans hA.isHermitian.eq
  have hCq := mulVec_slopeCorrection hA hC (C *ᵥ x₀)
  have hAq : A *ᵥ slopeCorrection A C (C *ᵥ x₀)
      = Cᵀ *ᵥ ((compliance A C)⁻¹ *ᵥ (C *ᵥ x₀)) := mulVec_inv_mulVec hA _
  generalize slopeCorrection A C (C *ᵥ x₀) = q at hCq hAq ⊢
  obtain ⟨z, hz⟩ : ∃ z, z = x - (x₀ - q) := ⟨_, rfl⟩
  have hCz : C *ᵥ z = 0 := by
    rw [hz, Matrix.mulVec_sub, Matrix.mulVec_sub, hx, hCq, sub_self, sub_self]
  have hxz : x = x₀ + (z - q) := by rw [hz]; abel
  rw [← hz, hxz, energy_add hs h₀]
  -- the cross terms vanish because `z` satisfies the constraints
  have e1 : z ⬝ᵥ A *ᵥ q = 0 := by
    rw [hAq, Matrix.dotProduct_mulVec, Matrix.vecMul_transpose, hCz, zero_dotProduct]
  have e2 : q ⬝ᵥ A *ᵥ z = 0 := by
    rw [Matrix.dotProduct_mulVec, ← Matrix.mulVec_transpose, hs, dotProduct_comm, e1]
  have e3 : q ⬝ᵥ A *ᵥ q = (C *ᵥ x₀) ⬝ᵥ (compliance A C)⁻¹ *ᵥ (C *ᵥ x₀) := by
    rw [hAq, Matrix.dotProduct_mulVec, Matrix.vecMul_transpose, hCq]
  simp only [Matrix.mulVec_sub, dotProduct_sub, sub_dotProduct, e1, e2, e3, slopePenalty]
  ring

/-- For positive definite `A`, linearly independent slope constraints and a free minimiser `x₀`,
imposing `C x = 0` raises the minimum energy by exactly `d·(C A⁻¹ Cᵀ)⁻¹d/2` with `d = C x₀`. -/
theorem slope_matching_raises_minimum {A : Matrix n n ℝ} (hA : A.PosDef)
    {C : Matrix k n ℝ} (hC : ∀ y, y ᵥ* C = 0 → y = 0) {b x₀ : n → ℝ}
    (hmin : ∀ x, energy A b x₀ ≤ energy A b x) :
    IsLeast (energy A b '' {x | C *ᵥ x = 0})
      (energy A b x₀ + slopePenalty A C (C *ᵥ x₀)) := by
  have h₀ := stationary_of_minimizer hA hmin
  constructor
  · -- the corrected state attains the value
    have hx : C *ᵥ (x₀ - slopeCorrection A C (C *ᵥ x₀)) = 0 := by
      rw [Matrix.mulVec_sub, mulVec_slopeCorrection hA hC, sub_self]
    refine ⟨x₀ - slopeCorrection A C (C *ᵥ x₀), hx, ?_⟩
    rw [energy_of_matched hA hC h₀ hx, sub_self, zero_dotProduct, zero_div, add_zero]
  · rintro _ ⟨x, hx, rfl⟩
    rw [energy_of_matched hA hC h₀ hx]
    have pos := hA.posSemidef.dotProduct_mulVec_nonneg
      (x - (x₀ - slopeCorrection A C (C *ᵥ x₀)))
    rw [star_trivial] at pos
    linarith

/-- For positive definite `A` and linearly independent constraints, every non-zero slope
mismatch has a strictly positive penalty. -/
theorem slopePenalty_pos {A : Matrix n n ℝ} (hA : A.PosDef) {C : Matrix k n ℝ}
    (hC : ∀ y, y ᵥ* C = 0 → y = 0) {d : k → ℝ} (hd : d ≠ 0) :
    0 < slopePenalty A C d := by
  have pos := (compliance_posDef hA hC).inv.dotProduct_mulVec_pos hd
  rw [star_trivial] at pos
  exact half_pos pos

end

end SlopeMatchingPenalty
```

```lean
#print axioms SlopeMatchingPenalty.energy_of_matched
-- 'SlopeMatchingPenalty.energy_of_matched' depends on axioms: [propext, Classical.choice, Quot.sound]
#print axioms SlopeMatchingPenalty.slope_matching_raises_minimum
-- 'SlopeMatchingPenalty.slope_matching_raises_minimum' depends on axioms: [propext, Classical.choice, Quot.sound]
#print axioms SlopeMatchingPenalty.slopePenalty_pos
-- 'SlopeMatchingPenalty.slopePenalty_pos' depends on axioms: [propext, Classical.choice, Quot.sound]
```

## From the expansion to the least value

`mulVec_inv_mulVec` states that $A(A^{-1}v)=v$ for positive definite $A$. It is applied to $A$ itself and later to the compliance.

`energy_add` is the expansion around a stationary point. The proof replaces $b$ by $Ax_0$ and expands the products. Two identities then remain to be used: `h1`, which is the symmetry $x_0\cdot Ah=h\cdot Ax_0$, and `h2`, which exchanges the factors of a dot product. The `linear_combination` step adds them with the weights that cancel the terms linear in $h$.

`stationary_of_minimizer` follows the argument by contradiction. It takes a solution $y$ of $Ay=b$, supposes that $Ax_0\neq b$, and concludes that $x_0-y\neq0$. The expansion around $y$ and positive definiteness place $F(y)$ strictly below $F(x_0)$, and `linarith` finds the conflict with `hmin y`.

`compliance_posDef` has two parts, as in the derivation. The first obtains the symmetry of $S$ by transposing the product. The second uses the row condition to see that $C^{\mathsf T}v$ is non-zero, applies the positivity of $A^{-1}$ to it, and brings the goal $v\cdot Sv>0$ to the same form; the vector $v$ is called `y` in the code.

`mulVec_slopeCorrection` is the identity $Cq=d$. Its auxiliary statement `h` groups $CA^{-1}C^{\mathsf T}$ into the compliance, which then cancels against its inverse.

`energy_of_matched` is the central identity, and it assumes $Ax_0=b$. The proof first records $Cq=d$ and $Aq=C^{\mathsf T}S^{-1}d$ as `hCq` and `hAq`. The `generalize` step then forgets the formula for $q$, since these two properties are all that the rest requires. After $z$ has been introduced and $Cz=0$ shown, `e1` and `e2` remove the cross terms, `e3` evaluates $q\cdot Aq$, and `ring` collects what is left.

`slope_matching_raises_minimum` obtains stationarity and then proves the two halves of `IsLeast`. For attainment it supplies the corrected state $x_0-q$, at which the last term of the central identity is zero. For the lower bound it takes an arbitrary matched $x$ and uses that the same term is non-negative.

`slopePenalty_pos` proves that every non-zero mismatch has a strictly positive penalty. The inverse of the positive definite compliance is again positive definite, and half of a positive number is positive.
